# For continuous real periodic W, d/dx + W and −d/dx + W have nonzero periodic zero modes together, exactly when W integrates to zero over a period

If $W$ is a real constant $w$, the solutions of $\psi'+W\psi=0$ are $\psi(x)=Ce^{-wx}$, and a step of length $a>0$ multiplies each of them by $e^{-wa}$. A nonzero solution therefore has period $a$ only if $wa=0$, and for a varying $W$ of period $a$ the number $wa$ is replaced by $\int_0^a W$.

In Lean 4 with Mathlib:

```lean
import Mathlib

open Function

namespace PeriodicZeroModes

noncomputable section

/-- A zero mode of the first-order operator `d/dx + W`: a differentiable solution of
`ψ' + W ψ = 0`. -/
def IsZeroMode (W : ℝ → ℝ) (ψ : ℝ → ℂ) : Prop :=
  Differentiable ℝ ψ ∧ ∀ x, deriv ψ x + (W x : ℂ) * ψ x = 0

/-- A zero mode of the partner operator `-d/dx + W`: a differentiable solution of
`-φ' + W φ = 0`. -/
def IsPartnerZeroMode (W : ℝ → ℝ) (φ : ℝ → ℂ) : Prop :=
  Differentiable ℝ φ ∧ ∀ x, -deriv φ x + (W x : ℂ) * φ x = 0

/-- The Hamiltonian `-d²/dx² + W² - W'` applied to a wavefunction. -/
def hamiltonian (W : ℝ → ℝ) (ψ : ℝ → ℂ) (x : ℝ) : ℂ :=
  -deriv (deriv ψ) x + ((W x ^ 2 - deriv W x : ℝ) : ℂ) * ψ x

/-- A twice differentiable solution of the Schrödinger equation at energy zero. -/
def IsZeroEnergyState (W : ℝ → ℝ) (ψ : ℝ → ℂ) : Prop :=
  Differentiable ℝ ψ ∧ Differentiable ℝ (deriv ψ) ∧ ∀ x, hamiltonian W ψ x = 0

variable {W : ℝ → ℝ} {ψ : ℝ → ℂ} {a : ℝ}

lemma IsZeroMode.hasDerivAt (h : IsZeroMode W ψ) (x : ℝ) :
    HasDerivAt ψ (-(W x : ℂ) * ψ x) x :=
  (h.1 x).hasDerivAt.congr_deriv (by linear_combination h.2 x)

/-- Translation by one period multiplies every zero mode by `exp (-∫ W)`, with the integral
taken over the period. -/
theorem bloch_factor (hW : Continuous W) (hp : Periodic W a) (h : IsZeroMode W ψ) (x : ℝ) :
    ψ (x + a) = ((Real.exp (-(∫ t in (0 : ℝ)..a, W t)) : ℝ) : ℂ) * ψ x := by
  -- the product of the mode with the inverse exponential is constant
  have hd : ∀ y, HasDerivAt
      (fun y => ((Real.exp (∫ t in (0 : ℝ)..y, W t) : ℝ) : ℂ) * ψ y) 0 y := by
    intro y
    have h1 := ((hW.integral_hasStrictDerivAt 0 y).hasDerivAt.exp).ofReal_comp
    refine (h1.fun_mul (h.hasDerivAt y)).congr_deriv ?_
    simp only [Complex.ofReal_mul]
    ring
  have hc := is_const_of_deriv_eq_zero (fun y => (hd y).differentiableAt)
    (fun y => (hd y).deriv) (x + a) x
  -- the integral over any period is the same
  have hs : (∫ t in (0 : ℝ)..(x + a), W t)
      = (∫ t in (0 : ℝ)..x, W t) + ∫ t in (0 : ℝ)..a, W t := by
    have hadd : (∫ t in (0 : ℝ)..x, W t) + (∫ t in x..(x + a), W t)
        = ∫ t in (0 : ℝ)..(x + a), W t :=
      intervalIntegral.integral_add_adjacent_intervals
        (hW.intervalIntegrable _ _) (hW.intervalIntegrable _ _)
    have hper := hp.intervalIntegral_add_eq x 0
    rw [zero_add] at hper
    linarith
  simp only [hs, Real.exp_add, Complex.ofReal_mul] at hc
  have e1 : ((Real.exp (∫ t in (0 : ℝ)..x, W t) : ℝ) : ℂ) ≠ 0 :=
    Complex.ofReal_ne_zero.mpr (Real.exp_pos _).ne'
  have e2 : ((Real.exp (-(∫ t in (0 : ℝ)..a, W t)) : ℝ) : ℂ)
      * ((Real.exp (∫ t in (0 : ℝ)..a, W t) : ℝ) : ℂ) = 1 := by
    rw [← Complex.ofReal_mul, ← Real.exp_add, neg_add_cancel, Real.exp_zero,
      Complex.ofReal_one]
  apply mul_left_cancel₀ e1
  linear_combination ((Real.exp (-(∫ t in (0 : ℝ)..a, W t)) : ℝ) : ℂ) * hc
    - ((Real.exp (∫ t in (0 : ℝ)..x, W t) : ℝ) : ℂ) * ψ (x + a) * e2

/-- A nonzero zero mode that is multiplied by `c` under translation by a period exists
exactly when `c = exp (-∫ W)`, with the integral taken over the period. -/
theorem exists_bloch_iff (hW : Continuous W) (hp : Periodic W a) (c : ℂ) :
    (∃ ψ, IsZeroMode W ψ ∧ ψ ≠ 0 ∧ ∀ x, ψ (x + a) = c * ψ x) ↔
      c = ((Real.exp (-(∫ t in (0 : ℝ)..a, W t)) : ℝ) : ℂ) := by
  constructor
  · rintro ⟨ψ, h, h0, hb⟩
    obtain ⟨x, hx⟩ := Function.ne_iff.mp h0
    have hx' : ψ x ≠ 0 := hx
    exact mul_right_cancel₀ hx' ((hb x).symm.trans (bloch_factor hW hp h x))
  · intro hc
    -- the explicit exponential solution
    have hd : ∀ x, HasDerivAt (fun y => ((Real.exp (-(∫ t in (0 : ℝ)..y, W t)) : ℝ) : ℂ))
        (-(W x : ℂ) * ((Real.exp (-(∫ t in (0 : ℝ)..x, W t)) : ℝ) : ℂ)) x := by
      intro x
      refine ((hW.integral_hasStrictDerivAt 0 x).hasDerivAt.fun_neg.exp).ofReal_comp.congr_deriv
        ?_
      simp only [Complex.ofReal_mul, Complex.ofReal_neg]
      ring
    have hz : IsZeroMode W (fun y => ((Real.exp (-(∫ t in (0 : ℝ)..y, W t)) : ℝ) : ℂ)) :=
      ⟨fun x => (hd x).differentiableAt, fun x => by rw [(hd x).deriv]; ring⟩
    refine ⟨_, hz, fun h => ?_, fun x => ?_⟩
    · exact Complex.ofReal_ne_zero.mpr (Real.exp_pos _).ne' (congrFun h 0)
    · rw [hc]
      exact bloch_factor hW hp hz x

/-- A nonzero periodic zero mode exists exactly when the integral of `W` over the period
vanishes. -/
theorem exists_periodic_iff (hW : Continuous W) (hp : Periodic W a) :
    (∃ ψ, IsZeroMode W ψ ∧ ψ ≠ 0 ∧ Periodic ψ a) ↔ (∫ t in (0 : ℝ)..a, W t) = 0 := by
  have h := exists_bloch_iff hW hp 1
  simp only [one_mul] at h
  refine Iff.trans h ⟨fun h1 => ?_, fun h1 => ?_⟩
  · have h2 := Complex.ofReal_injective (h1.symm.trans Complex.ofReal_one.symm)
    rw [Real.exp_eq_one_iff] at h2
    linarith
  · rw [h1, neg_zero, Real.exp_zero, Complex.ofReal_one]

/-- The partner zero modes of `W` are the zero modes of `-W`. -/
theorem partner_iff (φ : ℝ → ℂ) :
    IsPartnerZeroMode W φ ↔ IsZeroMode (fun x => -W x) φ := by
  constructor
  · rintro ⟨h, e⟩
    refine ⟨h, fun x => ?_⟩
    simp only [Complex.ofReal_neg]
    linear_combination -(e x)
  · rintro ⟨h, e⟩
    refine ⟨h, fun x => ?_⟩
    have h1 := e x
    simp only [Complex.ofReal_neg] at h1
    linear_combination -h1

/-- Periodic zero modes come in pairs: a nonzero periodic solution of `ψ' + W ψ = 0` exists
iff the integral of `W` over the period vanishes, and likewise for `-φ' + W φ = 0`. -/
theorem periodic_zero_modes_paired (hW : Continuous W) (hp : Periodic W a) :
    ((∃ ψ, IsZeroMode W ψ ∧ ψ ≠ 0 ∧ Periodic ψ a) ↔ (∫ t in (0 : ℝ)..a, W t) = 0) ∧
    ((∃ φ, IsPartnerZeroMode W φ ∧ φ ≠ 0 ∧ Periodic φ a) ↔
      (∫ t in (0 : ℝ)..a, W t) = 0) := by
  refine ⟨exists_periodic_iff hW hp, ?_⟩
  have h := exists_periodic_iff (W := fun x => -W x) (a := a) hW.neg
    (fun x => by simp only [hp x])
  simp only [intervalIntegral.integral_neg, neg_eq_zero] at h
  simpa only [partner_iff] using h

/-- A periodic real function whose derivative is nowhere negative has zero derivative. -/
lemma periodic_deriv_zero {g g' : ℝ → ℝ} (ha : 0 < a) (hgp : Periodic g a)
    (hg : ∀ x, HasDerivAt g (g' x) x) (h0 : ∀ x, 0 ≤ g' x) (x : ℝ) : g' x = 0 := by
  have hm : Monotone g := monotone_of_deriv_nonneg (fun x => (hg x).differentiableAt)
    (fun x => by rw [(hg x).deriv]; exact h0 x)
  have hle : ∀ y z, g y ≤ g z := by
    intro y z
    obtain ⟨n, hn⟩ := exists_nat_ge ((y - z) / a)
    rw [div_le_iff₀ ha] at hn
    exact (hm (by linarith : y ≤ z + n * a)).trans_eq (hgp.nat_mul n z)
  have hc : g = fun _ => g 0 := funext fun y => le_antisymm (hle y 0) (hle 0 y)
  have h := hg x
  rw [hc] at h
  exact h.unique (hasDerivAt_const x (g 0))

/-- A periodic wavefunction is a zero-energy state of `-d²/dx² + W² - W'` exactly when it is
a zero mode of `d/dx + W`. -/
theorem zeroEnergy_iff_zeroMode (ha : 0 < a) (hW : Differentiable ℝ W) (hp : Periodic W a)
    (hψ : Periodic ψ a) : IsZeroEnergyState W ψ ↔ IsZeroMode W ψ := by
  constructor
  · rintro ⟨h1, h2, h3⟩
    obtain ⟨χ, hχ⟩ : ∃ χ : ℝ → ℂ, χ = fun x => deriv ψ x + (W x : ℂ) * ψ x := ⟨_, rfl⟩
    have hx : ∀ x, χ x = deriv ψ x + (W x : ℂ) * ψ x := fun x => congrFun hχ x
    -- `χ = ψ' + W ψ` solves the partner equation
    have hd : ∀ x, HasDerivAt χ ((W x : ℂ) * χ x) x := by
      intro x
      rw [hx x, hχ]
      refine ((h2 x).hasDerivAt.fun_add
        ((hW x).hasDerivAt.ofReal_comp.fun_mul (h1 x).hasDerivAt)).congr_deriv ?_
      have h := h3 x
      simp only [hamiltonian, Complex.ofReal_sub, Complex.ofReal_pow] at h
      linear_combination -h
    have hre : ∀ (f : ℝ → ℂ) (f' : ℂ) (x : ℝ), HasDerivAt f f' x →
        HasDerivAt (fun y => (f y).re) f'.re x :=
      fun f f' x h => Complex.reCLM.hasFDerivAt.comp_hasDerivAt x h
    have him : ∀ (f : ℝ → ℂ) (f' : ℂ) (x : ℝ), HasDerivAt f f' x →
        HasDerivAt (fun y => (f y).im) f'.im x :=
      fun f f' x h => Complex.imCLM.hasFDerivAt.comp_hasDerivAt x h
    -- the real part of `ψ* χ` has derivative `|χ|²`
    have hg : ∀ x, HasDerivAt (fun y => (ψ y).re * (χ y).re + (ψ y).im * (χ y).im)
        ((χ x).re ^ 2 + (χ x).im ^ 2) x := by
      intro x
      refine (((hre _ _ x (h1 x).hasDerivAt).fun_mul (hre _ _ x (hd x))).fun_add
        ((him _ _ x (h1 x).hasDerivAt).fun_mul (him _ _ x (hd x)))).congr_deriv ?_
      have r : (χ x).re = (deriv ψ x).re + W x * (ψ x).re := by
        rw [hx x, Complex.add_re, Complex.re_ofReal_mul]
      have i : (χ x).im = (deriv ψ x).im + W x * (ψ x).im := by
        rw [hx x, Complex.add_im, Complex.im_ofReal_mul]
      rw [Complex.re_ofReal_mul, Complex.im_ofReal_mul]
      linear_combination -(χ x).re * r - (χ x).im * i
    have hdp : ∀ x, deriv ψ (x + a) = deriv ψ x := by
      intro x
      rw [← deriv_comp_add_const, show (fun y => ψ (y + a)) = ψ from funext hψ]
    have hχp : ∀ x, χ (x + a) = χ x := fun x => by rw [hx, hx, hdp, hp x, hψ x]
    refine ⟨h1, fun x => ?_⟩
    have hs := periodic_deriv_zero ha (fun x => by simp only [hψ x, hχp x]) hg
      (fun x => by positivity) x
    have hr : (χ x).re = 0 := (pow_eq_zero_iff two_ne_zero).mp
      (by nlinarith [sq_nonneg (χ x).re, sq_nonneg (χ x).im] : (χ x).re ^ 2 = 0)
    have hi : (χ x).im = 0 := (pow_eq_zero_iff two_ne_zero).mp
      (by nlinarith [sq_nonneg (χ x).re, sq_nonneg (χ x).im] : (χ x).im ^ 2 = 0)
    rw [← hx x]
    exact Complex.ext hr hi
  · intro h
    have hd : deriv ψ = fun x => -(W x : ℂ) * ψ x := funext fun x => (h.hasDerivAt x).deriv
    have hd2 : ∀ x, HasDerivAt (deriv ψ)
        (-((deriv W x : ℝ) : ℂ) * ψ x + -(W x : ℂ) * (-(W x : ℂ) * ψ x)) x := by
      intro x
      rw [hd]
      exact (hW x).hasDerivAt.ofReal_comp.fun_neg.fun_mul (h.hasDerivAt x)
    refine ⟨h.1, fun x => (hd2 x).differentiableAt, fun x => ?_⟩
    simp only [hamiltonian, (hd2 x).deriv, Complex.ofReal_sub, Complex.ofReal_pow]
    ring

/-- The Hamiltonian `-d²/dx² + W² - W'` has a nonzero periodic zero-energy state iff the
integral of `W` over the period vanishes, and likewise for the Hamiltonian with `-W` in
place of `W`. -/
theorem zero_energy_states_paired (ha : 0 < a) (hW : Differentiable ℝ W)
    (hp : Periodic W a) :
    ((∃ ψ, IsZeroEnergyState W ψ ∧ ψ ≠ 0 ∧ Periodic ψ a) ↔
      (∫ t in (0 : ℝ)..a, W t) = 0) ∧
    ((∃ φ, IsZeroEnergyState (fun x => -W x) φ ∧ φ ≠ 0 ∧ Periodic φ a) ↔
      (∫ t in (0 : ℝ)..a, W t) = 0) := by
  have key : ∀ V : ℝ → ℝ, Differentiable ℝ V → Periodic V a →
      ((∃ ψ, IsZeroEnergyState V ψ ∧ ψ ≠ 0 ∧ Periodic ψ a) ↔
        (∫ t in (0 : ℝ)..a, V t) = 0) := by
    intro V hV hVp
    rw [← exists_periodic_iff hV.continuous hVp]
    exact exists_congr fun ψ =>
      ⟨fun ⟨h, h0, hq⟩ => ⟨(zeroEnergy_iff_zeroMode ha hV hVp hq).1 h, h0, hq⟩,
        fun ⟨h, h0, hq⟩ => ⟨(zeroEnergy_iff_zeroMode ha hV hVp hq).2 h, h0, hq⟩⟩
  refine ⟨key W hW hp, ?_⟩
  have h := key (fun x => -W x) hW.neg (fun x => by simp only [hp x])
  simpa only [intervalIntegral.integral_neg, neg_eq_zero] using h

end

end PeriodicZeroModes
```

```lean
#print axioms PeriodicZeroModes.periodic_zero_modes_paired
#print axioms PeriodicZeroModes.zero_energy_states_paired
```

```
'PeriodicZeroModes.periodic_zero_modes_paired' depends on axioms: [propext, Classical.choice, Quot.sound]
'PeriodicZeroModes.zero_energy_states_paired' depends on axioms: [propext, Classical.choice, Quot.sound]
```

## Two first-order equations and one integral

The central theorem is `periodic_zero_modes_paired`. Let $W$ be a continuous real function with $W(x+a)=W(x)$ for all $x$, and write

$$I=\int_0^a W(t)\,dt .$$

Then a nonzero $a$-periodic differentiable solution of $\psi'+W\psi=0$ exists if and only if $I=0$. The same holds for $-\phi'+W\phi=0$. Since both existence statements are equivalent to $I=0$, they are equivalent to each other, and this is the sense in which the modes come in pairs.

In the file, `W : ℝ → ℝ` is the superpotential and `ψ : ℝ → ℂ` is a wavefunction on the whole line. `IsZeroMode W ψ` and `IsPartnerZeroMode W φ` say that the function is differentiable and satisfies its equation at every point. The condition `ψ ≠ 0` means that $\psi$ is not the zero function, and `Periodic ψ a` means $\psi(x+a)=\psi(x)$ everywhere; $a$ need not be the smallest period. The first-order theorems put no sign condition on $a$.

The theorem `exists_bloch_iff` is more general. It allows $\psi(x+a)=c\,\psi(x)$ with any complex $c$, and finds that a nonzero zero mode of this kind exists exactly when $c=e^{-I}$. This number is real and positive, so a Bloch phase $c=e^{ika}$, with $k$ real, is possible only if it equals 1.

## Partner Hamiltonians on a ring

In units with $\hbar^2/2m=1$, the two first-order operators factorise a Schrödinger operator:

$$\left(-\frac{d}{dx}+W\right)\left(\frac{d}{dx}+W\right)=-\frac{d^2}{dx^2}+W^2-W'.$$

This is `hamiltonian W`. Replacing $W$ by $-W$ gives its supersymmetric partner, with potential $W^2+W'$. For $a>0$ and differentiable $W$, `zero_energy_states_paired` says that each Hamiltonian has a nonzero periodic zero-energy state if and only if $I=0$. For a single particle in one of these one-dimensional periodic potentials, one integral thus decides whether zero is an energy level at crystal momentum zero.

Solutions here are classical: `IsZeroEnergyState` asks for two derivatives at every point. A superpotential with jumps is excluded, and so are complex or matrix-valued ones. The second-order result concerns periodic states only, and says nothing about the rest of the spectrum.

Periodicity could also have been built into the type, by taking wavefunctions on the circle `AddCircle a`. The hypothesis `Periodic ψ a` would then disappear, but modes with $c\neq1$ would no longer be functions on the domain, and the primitive of $W$ used below would have to be defined on the line anyway whenever $I\neq0$.

## The integrating factor fixes the Bloch factor

Let $S(x)=\int_0^x W(t)\,dt$, so that $S'=W$ by continuity of $W$. For a zero mode $\psi$,

$$\left(e^{S}\psi\right)'=e^{S}\left(W\psi+\psi'\right)=0,$$

and hence $e^{S(x+a)}\psi(x+a)=e^{S(x)}\psi(x)$. The integral of $W$ from $x$ to $x+a$ does not depend on $x$, because its derivative is $W(x+a)-W(x)=0$. So $S(x+a)=S(x)+I$, and cancelling $e^{S(x)}$ gives

$$\psi(x+a)=e^{-I}\psi(x).$$

This is `bloch_factor`. In its proof `hd` is the derivative computation, `hc` the resulting constancy and `hs` the splitting of the integral.

The step from `hd` to `hc` rests on Mathlib's `is_const_of_deriv_eq_zero`. It takes two inputs, that a function is differentiable and that its `deriv` vanishes everywhere, and returns equality of the values at any two points. The first input matters because Mathlib sets `deriv` to zero wherever a function has no derivative, so that `deriv f x = 0` alone would also hold for badly discontinuous functions. The proof therefore establishes `HasDerivAt … 0 y`, which says that the derivative exists and is zero, and reads off both inputs from it. The two points supplied are $x+a$ and $x$, so the lemma delivers the comparison across one period directly.

For `exists_bloch_iff`, suppose first that $\psi$ is a nonzero mode with factor $c$. Choose $x$ with $\psi(x)\neq0$; then $c\,\psi(x)=e^{-I}\psi(x)$ gives $c=e^{-I}$. Conversely, $e^{-S}$ has derivative $-We^{-S}$, so it is a zero mode. It vanishes nowhere, and `bloch_factor` supplies its factor.

Setting $c=1$ gives `exists_periodic_iff`, since $e^{-I}=1$ for real $I$ only when $I=0$. Multiplying the partner equation by $-1$ turns it into $\phi'+(-W)\phi=0$, which is `partner_iff`. The criterion for $-W$ is $-I=0$, the same condition.

When $I=0$, the periodic modes of the two equations are the constant multiples of $e^{-S}$ and of $e^{S}$. For $a>0$, their versions normalised over one period are, up to a constant phase,

$$\psi(x)=\frac{e^{-S(x)}}{\left(\int_0^a e^{-2S(t)}dt\right)^{1/2}},\qquad
\phi(x)=\frac{e^{S(x)}}{\left(\int_0^a e^{2S(t)}dt\right)^{1/2}} .$$

## A periodic function that never decreases

It remains to show that a periodic zero-energy state already solves the first-order equation. This is one direction of `zeroEnergy_iff_zeroMode`, which assumes $a>0$, a differentiable $W$ of period $a$, and $\psi$ of the same period $a$. Let $\psi$ be such a state and set $\chi=\psi'+W\psi$. The Schrödinger equation gives $\psi''=(W^2-W')\psi$, so

$$\chi'=\psi''+W'\psi+W\psi'=W^2\psi+W\psi'=W\chi .$$

Now consider the real function $g=\operatorname{Re}(\psi^*\chi)$. Since $W$ is real,

$$g'=\operatorname{Re}\left(\psi'^*\chi+\psi^*W\chi\right)=\operatorname{Re}\left((\psi'+W\psi)^*\chi\right)=|\chi|^2\ge0 .$$

The functions $\psi$, $\psi'$ and $W$ have period $a$, and therefore so does $g$. A periodic function that never decreases is constant: for any $y$ and $z$, choose a natural number $n$ with $y\le z+na$, and then $g(y)\le g(z+na)=g(z)$. Exchanging $y$ and $z$ gives equality. Hence $g'=|\chi|^2=0$, and $\psi'+W\psi=0$. This argument uses $a>0$.

The lemma `periodic_deriv_zero` contains the monotonicity argument. In the main proof, the first `hd` is $\chi'=W\chi$, and `hg` is $g'=|\chi|^2$, written in real and imaginary parts. The `linear_combination` calls carry out the substitutions made above, and `nlinarith` concludes from a vanishing sum of two squares that each square vanishes.

For the converse, differentiate $\psi'=-W\psi$ to obtain $\psi''=-W'\psi+W^2\psi$. Then

$$-\psi''+(W^2-W')\psi=0 .$$

Periodic zero-energy states and periodic zero modes are therefore the same functions. In `zero_energy_states_paired`, the statement `key` combines this with the integral criterion for a general superpotential $V$, and is then applied to $V=W$ and $V=-W$.
